# A convergent skeleton series with the wrong self-energy in a two-mode Grassmann model

## Interaction 8, bilinear coefficient 1

Take two Grassmann modes with occupation bilinears $n_1,n_2$ satisfying $n_i^2=0$. The top coefficient of $\exp(an_1+bn_2-Un_1n_2)$ is the partition function $Z=ab-U$, and the Green function is $G=\partial_a\ln Z=b/Z$. At $a=b=m=1$ and $U=8$ this gives $G=-1/7$, so Dyson's equation gives the self-energy $\Sigma=m-1/G=8$.

The skeleton series expresses the self-energy through $G$:
$$S=\sum_{n\ge0}(-1)^nC_nU^{n+1}G^{2n+1},$$
where $C_n$ are the Catalan numbers. Its sum solves $GS^2+S-UG=0$, which here reads $(S-8)(S+1)=0$. The exact self-energy is one root, but the series converges to the other, $-1$.

## The sum for general parameters

Let $U>0$, $0<m^2<U$, $G=m/(m^2-U)$ and $4UG^2<1$. The last condition says that the interaction is weak when measured with the dressed propagator, although $m^2<U$ makes it strong relative to the bare one.

To control the series, let $B_N=\binom{2N}{N}$. From $(N+1)C_N=B_N$ and $(N+1)B_{N+1}=2(2N+1)B_N$ we get $B_{N+1}=4B_N-2C_N$. By induction,
$$\sum_{n<N}\frac{C_n}{4^n}=2\left(1-\frac{B_N}{4^N}\right)\le2.$$
Hence $F(x)=\sum_n C_nx^n$ converges absolutely for $|x|\le1/4$, with $|F|\le2$. The recursion $C_{n+1}=\sum_{k+l=n}C_kC_l$ turns the Cauchy product into $F=1+xF^2$.

Set $y=UG^2$ and $x=-y$. Then $F=1-yF^2$, so
$$(1+2yF)^2=1+4y(F+yF^2)=1+4y.$$
Since $F\ge-2$ and $y\le1/4$, we have $1+2yF\ge0$, and therefore $1+2yF=\sqrt{1+4y}$. Factoring $UG$ out of the series gives
$$S=UGF=\frac{-1+\sqrt{1+4UG^2}}{2G}.$$

Now use $G(m^2-U)=m$, that is, $UG=m^2G-m$:
$$1+4UG^2=1+4G(m^2G-m)=(1-2mG)^2.$$
Because $mG=m^2/(m^2-U)<0$, the positive root is $1-2mG$, and $S=-m$. The exact value is $\Sigma=m-(m^2-U)/m=U/m$. Equality would require $m^2=-U$, which is impossible.

For this model of two modes without time or space, convergence of a self-energy expansion in the dressed propagator does not certify its limit. Here the exact $G$ is inserted into the series. A self-consistent calculation must also determine $G$ from Dyson's equation; that step is not treated here, and nothing is proved about lattice models.

## The model in Lean

```lean
import Mathlib

open Filter Topology

namespace GrassmannSkeleton

noncomputable section
```

All parameters are real numbers. The partition function enters as the polynomial $ab-U$; the Grassmann algebra and its integral are not constructed.

```lean
/-- Partition function of two Grassmann modes with bilinear coefficients `a`, `b` and
interaction `U`: the top coefficient of `exp (a n₁ + b n₂ - U n₁ n₂)` with `n₁² = n₂² = 0`. -/
def partitionFn (U a b : ℝ) : ℝ := a * b - U
```

The symmetric point $a=b=m$ defines `green`. The convention is $G=1/m$ at $U=0$ for nonzero $m$.

```lean
/-- The Green function of the symmetric model, `G = m / (m² - U)`. -/
def green (U m : ℝ) : ℝ := m / partitionFn U m m
```

The self-energy is the difference between the bare and dressed inverse propagators.

```lean
/-- The exact self-energy, defined by Dyson's equation as `m - 1/G`. -/
def selfEnergy (U m : ℝ) : ℝ := m - 1 / green U m
```

The skeleton coefficients are likewise a definition, using Mathlib's `catalan`; they are not derived from diagrams or from a Luttinger–Ward functional.

```lean
/-- The order-`n` term of the skeleton series, `(-1)ⁿ Cₙ Uⁿ⁺¹ G²ⁿ⁺¹`, with Catalan number `Cₙ`. -/
def skeletonTerm (U G : ℝ) (n : ℕ) : ℝ :=
  (-1) ^ n * (catalan n : ℝ) * U ^ (n + 1) * G ^ (2 * n + 1)
```

## Green function and Dyson equation

The first lemma clears the denominator in $G$, which requires $m^2\ne U$.

```lean
/-- The Green function times the partition function `m² - U` is `m`. -/
theorem green_mul {U m : ℝ} (h : m ^ 2 ≠ U) : green U m * (m ^ 2 - U) = m := by
  unfold green partitionFn
  rw [show m * m - U = m ^ 2 - U by ring]
  exact div_mul_cancel₀ _ (sub_ne_zero.2 h)
```

Under the same condition $m^2\ne U$, the next one ties `green` to the partition function through $\partial_aZ=GZ$, which avoids the logarithm of a possibly negative $Z$.

```lean
/-- The Green function is the logarithmic derivative of the partition function with respect to
one bilinear coefficient, written as `∂Z/∂a = G Z`. -/
theorem green_generating {U m : ℝ} (h : m ^ 2 ≠ U) :
    HasDerivAt (fun a => partitionFn U a m) (green U m * partitionFn U m m) m := by
  have e : green U m * partitionFn U m m = m := by
    have hg := green_mul h
    unfold partitionFn
    linear_combination hg
  rw [e]
  exact (hasDerivAt_mul_const m).sub_const U
```

For $m\ne0$ and $m^2\ne U$, Dyson's equation then identifies the inverse of $G$ as $m-U/m$.

```lean
/-- Dyson's equation: the Green function is the inverse of `m - U/m`. -/
theorem dyson {U m : ℝ} (hm : m ≠ 0) (h : m ^ 2 ≠ U) : green U m * (m - U / m) = 1 := by
  have e : m - U / m = (m ^ 2 - U) / m := by
    rw [sub_div, sq, mul_div_assoc, div_self hm, mul_one]
  rw [e, ← mul_div_assoc, green_mul h, div_self hm]
```

## Catalan sums and the choice of root

The induction step uses the recurrence for $B_{N+1}$, obtained as `h3` by cancelling $N+1$.

```lean
/-- The partial sums of the Catalan series at `1/4`, in terms of central binomials. -/
theorem catalan_partial_sum (N : ℕ) :
    ∑ n ∈ Finset.range N, (catalan n : ℝ) / 4 ^ n
      = 2 * (1 - (N.centralBinom : ℝ) / 4 ^ N) := by
  induction N with
  | zero => simp
  | succ N ih =>
    have h1 := congrArg (Nat.cast : ℕ → ℝ) (succ_mul_catalan_eq_centralBinom N)
    have h2 := congrArg (Nat.cast : ℕ → ℝ) (Nat.succ_mul_centralBinom_succ N)
    push_cast at h1 h2
    have hN : (N : ℝ) + 1 ≠ 0 := by positivity
    have h3 : ((N + 1).centralBinom : ℝ) = 4 * N.centralBinom - 2 * catalan N :=
      mul_left_cancel₀ hN (by linear_combination h2 + 2 * h1)
    rw [Finset.sum_range_succ, ih, h3, pow_succ (4 : ℝ) N]
    generalize (4 : ℝ) ^ N = q
    ring
```

Comparison with the series at $1/4$ gives absolute convergence. In `hsq`, the Cauchy product and `catalan_succ'` give the quadratic equation; the partial-sum bound passes to the limit to give $|F|\le2$.

```lean
/-- For `|x| ≤ 1/4` the Catalan series converges to some `F` with `F = 1 + x F²` and `|F| ≤ 2`. -/
theorem catalan_generating {x : ℝ} (hx : |x| ≤ 1 / 4) :
    ∃ F : ℝ, HasSum (fun n => (catalan n : ℝ) * x ^ n) F ∧ F = 1 + x * F ^ 2 ∧ |F| ≤ 2 := by
  have hb : ∀ N, ∑ n ∈ Finset.range N, (catalan n : ℝ) / 4 ^ n ≤ 2 := fun N => by
    rw [catalan_partial_sum]
    have : 0 ≤ (N.centralBinom : ℝ) / 4 ^ N := by positivity
    linarith
  have hs0 : Summable (fun n => (catalan n : ℝ) / 4 ^ n) :=
    summable_of_sum_range_le (fun n => by positivity) hb
  let f : ℕ → ℝ := fun n => (catalan n : ℝ) * x ^ n
  have hle : ∀ n, ‖f n‖ ≤ (catalan n : ℝ) / 4 ^ n := fun n => by
    calc ‖(catalan n : ℝ) * x ^ n‖ = (catalan n : ℝ) * |x| ^ n := by
          rw [norm_mul, norm_pow, Real.norm_natCast, Real.norm_eq_abs]
      _ ≤ (catalan n : ℝ) * (1 / 4) ^ n :=
          mul_le_mul_of_nonneg_left (pow_le_pow_left₀ (abs_nonneg x) hx n) (Nat.cast_nonneg _)
      _ = (catalan n : ℝ) / 4 ^ n := by rw [one_div, inv_pow, div_eq_mul_inv]
  have hsn : Summable (fun n => ‖f n‖) :=
    Summable.of_nonneg_of_le (fun _ => norm_nonneg _) hle hs0
  have hs : Summable f := hsn.of_norm
  -- the Catalan recursion is a Cauchy product
  have hsq : ∑' n, f (n + 1) = x * (∑' n, f n) ^ 2 := by
    rw [sq, tsum_mul_tsum_eq_tsum_sum_antidiagonal_of_summable_norm hsn hsn, ← tsum_mul_left]
    refine tsum_congr fun n => ?_
    simp only [f]
    rw [catalan_succ', Nat.cast_sum, Finset.sum_mul, Finset.mul_sum]
    refine Finset.sum_congr rfl fun kl hkl => ?_
    have hk : kl.1 + kl.2 = n := by simpa using hkl
    rw [← hk]
    push_cast
    ring
  have h0 : f 0 = 1 := by simp [f]
  refine ⟨∑' n, f n, hs.hasSum, hs.tsum_eq_zero_add.trans (by rw [h0, hsq]), ?_⟩
  exact (tsum_of_norm_bounded hs0.hasSum hle).trans
    (le_of_tendsto' hs0.hasSum.tendsto_sum_nat hb)
```

`HasSum` states that the series converges to the given value. The next theorem writes that value as $2UG/(1+\sqrt{1+4UG^2})$, which also covers $G=0$, and includes the boundary $4UG^2=1$. Here `hpos` fixes the sign of the root, and `ht` factors $UG$ out of each term.

```lean
/-- For `U ≥ 0` and `4UG² ≤ 1` the skeleton series converges to `2UG / (1 + √(1 + 4UG²))`. -/
theorem skeleton_hasSum {U G : ℝ} (hU : 0 ≤ U) (h : 4 * U * G ^ 2 ≤ 1) :
    HasSum (skeletonTerm U G) (2 * U * G / (1 + √(1 + 4 * U * G ^ 2))) := by
  have hy : 0 ≤ U * G ^ 2 := by positivity
  obtain ⟨F, hF, hq, hb⟩ := catalan_generating (x := -(U * G ^ 2))
    (by rw [abs_neg, abs_of_nonneg hy]; linarith)
  -- the bound on F selects the sign of the square root
  have hpos : 0 ≤ 1 + 2 * (U * G ^ 2) * F := by
    have hF2 : 0 ≤ F + 2 := by linarith [(abs_le.1 hb).1]
    nlinarith [mul_nonneg hy hF2]
  have hR : √(1 + 4 * U * G ^ 2) = 1 + 2 * (U * G ^ 2) * F := by
    rw [show 1 + 4 * U * G ^ 2 = (1 + 2 * (U * G ^ 2) * F) ^ 2 by
      linear_combination (-4 * (U * G ^ 2)) * hq]
    exact Real.sqrt_sq hpos
  have hp : 0 < 1 + (1 + 2 * (U * G ^ 2) * F) := by linarith
  have hv : 2 * U * G / (1 + √(1 + 4 * U * G ^ 2)) = U * G * F := by
    rw [hR, div_eq_iff hp.ne']
    linear_combination (-2 * U * G) * hq
  have ht : skeletonTerm U G = fun n => U * G * ((catalan n : ℝ) * (-(U * G ^ 2)) ^ n) := by
    funext n
    unfold skeletonTerm
    rw [show -(U * G ^ 2) = (-1) * U * G ^ 2 by ring, mul_pow, mul_pow, ← pow_mul]
    ring
  rw [hv, ht]
  exact hF.mul_left (U * G)
```

## The series limit against the exact value

The main theorem has four conclusions: the series converges to the square-root expression, this expression equals $-m$, the self-energy is $U/m$, and the two differ. Positivity of $U$ follows from $0<m^2<U$. The steps `hneg` and `hR` establish $mG\le0$ and select $1-2mG$; `hv` matches the two forms of the sum.

```lean
/-- For `0 < m² < U` and `4UG² < 1` the skeleton series converges to
`(-1 + √(1 + 4UG²)) / (2G)`, which equals `-m`, whereas the exact self-energy is `U/m`;
the two differ. -/
theorem skeleton_misleading {U m : ℝ} (hm : 0 < m ^ 2) (hmU : m ^ 2 < U)
    (hc : 4 * U * green U m ^ 2 < 1) :
    HasSum (skeletonTerm U (green U m))
        ((-1 + √(1 + 4 * U * green U m ^ 2)) / (2 * green U m)) ∧
      (-1 + √(1 + 4 * U * green U m ^ 2)) / (2 * green U m) = -m ∧
      selfEnergy U m = U / m ∧
      (-1 + √(1 + 4 * U * green U m ^ 2)) / (2 * green U m) ≠ selfEnergy U m := by
  have hm0 : m ≠ 0 := by intro h0; rw [h0] at hm; norm_num at hm
  have hg := green_mul hmU.ne
  have hg0 : green U m ≠ 0 := by
    intro h0
    rw [h0, zero_mul] at hg
    exact hm0 hg.symm
  have hneg : m * green U m ≤ 0 := by
    have e : m * green U m = -(green U m ^ 2 * (U - m ^ 2)) := by
      linear_combination (-green U m) * hg
    have : 0 ≤ green U m ^ 2 * (U - m ^ 2) := mul_nonneg (sq_nonneg _) (by linarith)
    linarith
  -- since m G is negative, the positive square root is 1 - 2 m G
  have hR : √(1 + 4 * U * green U m ^ 2) = 1 - 2 * m * green U m := by
    rw [show 1 + 4 * U * green U m ^ 2 = (1 - 2 * m * green U m) ^ 2 by
      linear_combination (-4 * green U m) * hg]
    exact Real.sqrt_sq (by linarith)
  have hbr : (-1 + √(1 + 4 * U * green U m ^ 2)) / (2 * green U m) = -m := by
    rw [hR, div_eq_iff (mul_ne_zero two_ne_zero hg0)]
    ring
  have hp : 0 < 1 + (1 - 2 * m * green U m) := by linarith
  have hv : 2 * U * green U m / (1 + √(1 + 4 * U * green U m ^ 2)) = -m := by
    rw [hR, div_eq_iff hp.ne']
    linear_combination (-2) * hg
  have hS : selfEnergy U m = U / m := by
    rw [selfEnergy, ← eq_one_div_of_mul_eq_one_right (dyson hm0 hmU.ne)]
    ring
  have hsum := skeleton_hasSum (hm.trans hmU).le hc.le
  rw [hv] at hsum
  rw [hbr, hS]
  refine ⟨hsum, rfl, rfl, fun e => ?_⟩
  have := (eq_div_iff hm0).1 e
  nlinarith
```

Substituting $U=8$ and $m=1$ recovers the opening numbers.

```lean
/-- At `U = 8`, `m = 1` the Green function is `-1/7`, the skeleton series sums to `-1`, and the
exact self-energy is `8`. -/
theorem skeleton_at_eight :
    green 8 1 = -1 / 7 ∧ HasSum (skeletonTerm 8 (green 8 1)) (-1) ∧ selfEnergy 8 1 = 8 := by
  have hg : green 8 1 = -1 / 7 := by norm_num [green, partitionFn]
  obtain ⟨h1, h2, h3, _⟩ := skeleton_misleading (U := 8) (m := 1) (by norm_num) (by norm_num)
    (by rw [hg]; norm_num)
  rw [h2] at h1
  exact ⟨hg, h1, by rw [h3]; norm_num⟩

end

end GrassmannSkeleton
```

```lean
#print axioms GrassmannSkeleton.green_generating
#print axioms GrassmannSkeleton.skeleton_misleading
#print axioms GrassmannSkeleton.skeleton_at_eight
```

```
'GrassmannSkeleton.green_generating' depends on axioms: [propext, Classical.choice, Quot.sound]
'GrassmannSkeleton.skeleton_misleading' depends on axioms: [propext, Classical.choice, Quot.sound]
'GrassmannSkeleton.skeleton_at_eight' depends on axioms: [propext, Classical.choice, Quot.sound]
```
